# Linearised SHAKE sweeps with independent constraints converge for every relaxation factor between 0 and 2

## One bond, then two

Two atoms on a line, with masses $m_1$ and $m_2$, should be a distance $d$ apart. After a free time step their separation is wrong by $\sigma = x_1 - x_2 - d$. SHAKE moves the atoms by $-l/m_1$ and $+l/m_2$, which changes the separation by $-a\,l$ with $a = 1/m_1 + 1/m_2$. The multiplier $l$ must therefore solve $a\,l = \sigma$.

An over-relaxed update adds $w(\sigma - a\,l)/a$ to $l$, where $w$ is the relaxation factor. The error $l - \sigma/a$ is multiplied by $1-w$, and its square by $(1-w)^2 = 1 - w(2-w)$. It shrinks exactly when $0<w<2$. At $w=1$ one update suffices; at $w=2$ the error changes sign for ever.

Add a third atom and a second bond that shares atom 2. Correcting one bond now disturbs the other, through the coupling $-1/m_2$. An individual bond error may grow during a sweep, so the argument needs a quantity that no update can raise.

## The linearised constraint problem

Let $G$ hold the constraint gradients at one fixed geometry, one row per constraint, and let $M$ be the diagonal matrix of masses, one entry per Cartesian coordinate. The constraint values after the free step are $\sigma$. Multipliers $l$ displace the coordinates by $\delta x = -M^{-1}G^{T}l$, with the time-step factors absorbed in $l$. To first order the remaining violation is
$$\sigma + G\,\delta x = \sigma - A\,l,\qquad A = G M^{-1} G^{T}.$$
In this linearised model, SHAKE solves $A\,l = b$, with $b=\sigma$, one constraint at a time. Each update uses the results of the earlier ones.

For molecular dynamics with rigid bonds, the result says that this model iteration converges for any fixed $w$ in $(0,2)$, as long as the rows of $G$ are independent. A production SHAKE routine differs in two ways. It re-evaluates the curved constraints as the atoms move, and it displaces the atoms along the gradients $G$ from the start of the time step, while the violations respond through the gradients $G'$ at the moved positions. The matrix $G'M^{-1}G^{T}$ is in general not symmetric, and the theorems do not cover it.

## What the theorems say

The finite types `ι` and `κ` label constraints and coordinates. `residual` is $r = b - A\,l$, `relax` is one update, and `sweep` runs through a list `L` of constraints in order. The letters `l` and `w` stand for the usual $\lambda$ and $\omega$, and "over-relaxed" here includes $w\le 1$.

`sweep_converges` assumes `A.PosDef`, which for real matrices includes symmetry, together with $0<w<2$ and `∀ i, i ∈ L`: every constraint occurs in the list, in any order and possibly repeatedly. The same list is used in every sweep. The conclusion is that `A⁻¹ *ᵥ b` solves the equations and that the iterates `(sweep A b w L)^[k] l₀` tend to it from every start `l₀`. No rate is given, and no best $w$.

`sweep_not_converges` treats $w\le 0$ and $w\ge 2$, again for positive definite `A`: no start other than the solution leads to the solution.

`shake_violation_tendsto_zero` returns to the molecule. For positive masses, linearly independent rows of $G$ and $0<w<2$, sweeps through all constraints drive $\sigma + G\,\delta x$ to zero.

## The energy lost in one update

Let $A\,x = b$; from here on $x$ is the exact multiplier vector, not a position. Write $q = l - x$ and define the error energy $E(l) = q\cdot A\,q$. It is not a mechanical energy: for SHAKE it is the mass-weighted squared distance between the current and the final displacement.

Updating constraint $i$ adds $s = w\,r_i/A_{ii}$ to $l_i$. Here $A_{ii}>0$, because $A$ is positive definite. The residuals become
$$r_j' = r_j - A_{ji}\,s .$$
Since $(A\,q)_i = (A\,l-b)_i = -r_i$ and $A$ is symmetric,
$$E' = E + 2s\,(A\,q)_i + s^2A_{ii} = E - \frac{2w\,r_i^2}{A_{ii}} + \frac{w^2r_i^2}{A_{ii}} = E - \frac{w(2-w)}{A_{ii}}\,r_i^2 .$$

## From lost energy to convergence

Let $0<w<2$. The energies $E_k$ after $k$ sweeps do not increase and are never negative, so they converge and $E_k - E_{k+1}\to 0$. This loss is a sum of non-negative losses, one per update. Each of them tends to zero, and so does each residual at the moment when its constraint is updated.

These residuals belong to different moments within the sweep. Let the sweep visit $i_1,\dots,i_n$, and let $r^{(p)}$ be the residual vector after $p$ updates. Undoing the earlier changes gives
$$r^{(0)}_{i_p} = r^{(p-1)}_{i_p} + \sum_{t<p} A_{i_p i_t}\,\frac{w\,r^{(t-1)}_{i_t}}{A_{i_t i_t}} .$$
Every term on the right tends to zero. As every constraint is visited, the whole residual at the start of the sweep tends to zero, and $l = x - A^{-1}r$ tends to $x$.

If $w\le0$ or $w\ge2$, then $w(2-w)\le 0$ and no update lowers $E$. A start $l_0\neq x$ has $E(l_0)>0$, while convergence to $x$ would require $E\to0$.

For SHAKE, $v\cdot A\,v = \sum_a (G^{T}v)_a^2/m_a$. With independent gradients this vanishes only for $v=0$, so $A$ is positive definite. The violation $\sigma - A\,l$ is the residual, which tends to zero.

## A symmetric matrix for which the sweep diverges

Take $b=0$, $w=1$ and
$$A=\begin{pmatrix}1&2\\2&1\end{pmatrix}.$$
A sweep sets $l_1=-2l_2$ and then $l_2=-2l_1$, so $l_2$ grows fourfold each time. Symmetry, invertibility and a positive diagonal are therefore not enough for convergence. This $A$ is not the SHAKE matrix of any system with positive masses, because $v=(1,-1)$ gives $v\cdot A\,v=-2$.

## The Lean file

```lean
import Mathlib

open Matrix Filter Topology

namespace OverRelaxedShake

noncomputable section

variable {ι κ : Type*} [Fintype ι] [DecidableEq ι] [Fintype κ] [DecidableEq κ]

/-- The residual `b - A l` of the linearised constraint equations at the multipliers `l`. -/
def residual (A : Matrix ι ι ℝ) (b l : ι → ℝ) : ι → ℝ := b - A *ᵥ l

/-- Over-relaxed update of the single multiplier `i`: it is shifted by `w (b - A l)_i / A_ii`.
The domain is `A_ii ≠ 0`. -/
def relax (A : Matrix ι ι ℝ) (b : ι → ℝ) (w : ℝ) (l : ι → ℝ) (i : ι) : ι → ℝ :=
  l + Pi.single i (w * residual A b l i / A i i)

/-- One sweep: the constraints in the list `L` are relaxed one after the other, each update
using the results of the earlier ones. The domain is `A_ii ≠ 0` for the listed constraints. -/
def sweep (A : Matrix ι ι ℝ) (b : ι → ℝ) (w : ℝ) (L : List ι) (l : ι → ℝ) : ι → ℝ :=
  L.foldl (relax A b w) l

/-- The error energy `(l - x) · A (l - x)` of the multipliers `l` relative to `x`. -/
def errorEnergy (A : Matrix ι ι ℝ) (x l : ι → ℝ) : ℝ := (l - x) ⬝ᵥ A *ᵥ (l - x)

/-- Relaxing constraint `i` changes the residual of constraint `j` through the coupling
`A_ji`. -/
theorem residual_relax (A : Matrix ι ι ℝ) (b : ι → ℝ) (w : ℝ) (l : ι → ℝ) (i j : ι) :
    residual A b (relax A b w l i) j
      = residual A b l j - A j i * (w * residual A b l i / A i i) := by
  have hs : ∀ c : ℝ, (A *ᵥ Pi.single i c) j = A j i * c := by
    intro c
    simp [Matrix.mulVec, dotProduct_single]
  have h : residual A b (relax A b w l i) j
      = b j - ((A *ᵥ l) j + (A *ᵥ Pi.single i (w * residual A b l i / A i i)) j) := by
    rw [← Pi.add_apply, ← Matrix.mulVec_add]
    rfl
  rw [h, hs]
  have h' : residual A b l j = b j - (A *ᵥ l) j := rfl
  rw [h']
  ring

/-- For positive definite `A` and `A x = b`, relaxing constraint `i` lowers the error energy by
exactly `w (2 - w) / A_ii` times the squared residual of that constraint. -/
theorem errorEnergy_relax {A : Matrix ι ι ℝ} (hA : A.PosDef) {b x : ι → ℝ}
    (hx : A *ᵥ x = b) (w : ℝ) (l : ι → ℝ) (i : ι) :
    errorEnergy A x (relax A b w l i)
      = errorEnergy A x l - w * (2 - w) / A i i * residual A b l i ^ 2 := by
  have hd : A i i ≠ 0 := (hA.diag_pos (i := i)).ne'
  have hT : Aᵀ = A :=
    (Matrix.conjTranspose_eq_transpose_of_trivial A).symm.trans hA.isHermitian.eq
  have hs : ∀ c : ℝ, (A *ᵥ Pi.single i c) i = A i i * c := by
    intro c
    simp [Matrix.mulVec, dotProduct_single]
  have hsym : ∀ e s : ι → ℝ, e ⬝ᵥ A *ᵥ s = s ⬝ᵥ A *ᵥ e := by
    intro e s
    rw [Matrix.dotProduct_mulVec, ← Matrix.mulVec_transpose, hT, dotProduct_comm]
  have he : (A *ᵥ (l - x)) i = -residual A b l i := by
    rw [Matrix.mulVec_sub, hx]
    simp [residual]
  have hsplit : relax A b w l i - x
      = (l - x) + Pi.single i (w * residual A b l i / A i i) := by
    unfold relax
    abel
  -- expand the quadratic form around the old error
  unfold errorEnergy
  rw [hsplit, Matrix.mulVec_add, add_dotProduct, dotProduct_add, dotProduct_add,
    hsym (l - x) (Pi.single i _), single_dotProduct, single_dotProduct, he, hs]
  field_simp
  ring

/-- For positive definite `A`, `A x = b` and `0 < w < 2`, a sweep never raises the error
energy. -/
theorem errorEnergy_sweep_le {A : Matrix ι ι ℝ} (hA : A.PosDef) {b x : ι → ℝ}
    (hx : A *ᵥ x = b) {w : ℝ} (h0 : 0 < w) (h2 : w < 2) (L : List ι) (l : ι → ℝ) :
    errorEnergy A x (sweep A b w L l) ≤ errorEnergy A x l := by
  induction L generalizing l with
  | nil => exact le_refl _
  | cons i L ih =>
    refine (ih (relax A b w l i)).trans ?_
    have hc : 0 < w * (2 - w) / A i i := div_pos (mul_pos h0 (by linarith)) hA.diag_pos
    rw [errorEnergy_relax hA hx]
    linarith [mul_nonneg hc.le (sq_nonneg (residual A b l i))]

/-- Let `A` be positive definite, `A x = b` and `0 < w < 2`. If the energy lost in a sweep tends
to zero along a sequence of multipliers, so does the residual of every constraint swept. -/
theorem residual_tendsto_zero {A : Matrix ι ι ℝ} (hA : A.PosDef) {b x : ι → ℝ}
    (hx : A *ᵥ x = b) {w : ℝ} (h0 : 0 < w) (h2 : w < 2) (L : List ι) (u : ℕ → ι → ℝ)
    (h : Tendsto (fun k => errorEnergy A x (u k) - errorEnergy A x (sweep A b w L (u k)))
      atTop (𝓝 0)) :
    ∀ i ∈ L, Tendsto (fun k => residual A b (u k) i) atTop (𝓝 0) := by
  induction L generalizing u with
  | nil => simp
  | cons i L ih =>
    have hc : 0 < w * (2 - w) / A i i := div_pos (mul_pos h0 (by linarith)) hA.diag_pos
    have hstep := fun k => errorEnergy_relax hA hx w (u k) i
    have hmono := fun k => errorEnergy_sweep_le hA hx h0 h2 L (relax A b w (u k) i)
    have hpos := fun k => mul_nonneg hc.le (sq_nonneg (residual A b (u k) i))
    have hsw : ∀ k, sweep A b w (i :: L) (u k) = sweep A b w L (relax A b w (u k) i) :=
      fun _ => rfl
    simp only [hsw] at h
    -- the loss in the first update and the loss in the rest both vanish
    have hsq : Tendsto (fun k => w * (2 - w) / A i i * residual A b (u k) i ^ 2)
        atTop (𝓝 0) :=
      squeeze_zero hpos (fun k => by linarith [hstep k, hmono k]) h
    have hv : Tendsto (fun k => errorEnergy A x (relax A b w (u k) i)
        - errorEnergy A x (sweep A b w L (relax A b w (u k) i))) atTop (𝓝 0) :=
      squeeze_zero (fun k => by linarith [hmono k])
        (fun k => by linarith [hstep k, hpos k]) h
    have hr : Tendsto (fun k => residual A b (u k) i) atTop (𝓝 0) := by
      have h1 := hsq.const_mul (w * (2 - w) / A i i)⁻¹
      simp only [inv_mul_cancel_left₀ hc.ne', mul_zero] at h1
      have h3 := h1.sqrt
      simp only [Real.sqrt_sq_eq_abs, Real.sqrt_zero] at h3
      exact (tendsto_zero_iff_abs_tendsto_zero _).2 h3
    intro j hj
    rcases List.mem_cons.1 hj with hji | hj
    · rw [hji]
      exact hr
    · -- carry the later residuals back to the start of the sweep
      have h3 := (ih (fun k => relax A b w (u k) i) hv j hj).add
        (hr.const_mul (A j i * w / A i i))
      rw [mul_zero, add_zero] at h3
      refine h3.congr (fun k => ?_)
      simp only [residual_relax]
      ring

/-- For positive definite `A` and `0 < w < 2`, repeated over-relaxed sweeps that visit every
constraint, in any fixed order, converge from every start to the solution of `A l = b`. -/
theorem sweep_converges {A : Matrix ι ι ℝ} (hA : A.PosDef) (b : ι → ℝ) {w : ℝ}
    (h0 : 0 < w) (h2 : w < 2) {L : List ι} (hL : ∀ i, i ∈ L) :
    A *ᵥ (A⁻¹ *ᵥ b) = b ∧
      ∀ l₀, Tendsto (fun k => (sweep A b w L)^[k] l₀) atTop (𝓝 (A⁻¹ *ᵥ b)) := by
  have hdet : IsUnit A.det := hA.det_pos.ne'.isUnit
  have hx : A *ᵥ (A⁻¹ *ᵥ b) = b := by
    rw [Matrix.mulVec_mulVec, Matrix.mul_nonsing_inv A hdet, Matrix.one_mulVec]
  refine ⟨hx, fun l₀ => ?_⟩
  -- the energies decrease and are bounded below, so they converge
  have hanti : Antitone
      (fun k => errorEnergy A (A⁻¹ *ᵥ b) ((sweep A b w L)^[k] l₀)) := by
    refine antitone_nat_of_succ_le (fun k => ?_)
    rw [Function.iterate_succ_apply']
    exact errorEnergy_sweep_le hA hx h0 h2 L _
  have hbdd : BddBelow (Set.range
      (fun k => errorEnergy A (A⁻¹ *ᵥ b) ((sweep A b w L)^[k] l₀))) := by
    refine ⟨0, ?_⟩
    rintro _ ⟨k, rfl⟩
    have h := hA.posSemidef.dotProduct_mulVec_nonneg ((sweep A b w L)^[k] l₀ - A⁻¹ *ᵥ b)
    rw [star_trivial] at h
    exact h
  have hlim := tendsto_atTop_ciInf hanti hbdd
  have hdiff := hlim.sub (hlim.comp (tendsto_add_atTop_nat 1))
  rw [sub_self] at hdiff
  have hres := residual_tendsto_zero hA hx h0 h2 L (fun k => (sweep A b w L)^[k] l₀)
    (hdiff.congr (fun k => by
      simp only [Function.comp_apply, Function.iterate_succ_apply']))
  have hr : Tendsto (fun k => residual A b ((sweep A b w L)^[k] l₀)) atTop (𝓝 0) :=
    tendsto_pi_nhds.2 (fun i => hres i (hL i))
  -- recover the multipliers from their residuals
  have hcont : Continuous (fun r : ι → ℝ => A⁻¹ *ᵥ b - A⁻¹ *ᵥ r) :=
    continuous_const.sub (continuous_const.matrix_mulVec continuous_id)
  have hfin := (hcont.tendsto 0).comp hr
  rw [Matrix.mulVec_zero, sub_zero] at hfin
  refine hfin.congr (fun k => ?_)
  simp only [Function.comp_apply, residual]
  rw [Matrix.mulVec_sub, Matrix.mulVec_mulVec, Matrix.nonsing_inv_mul A hdet,
    Matrix.one_mulVec, sub_sub_cancel]

/-- For positive definite `A` and `w` outside the open interval `(0, 2)`, the sweeps do not
converge to the solution `x` of `A x = b` from any start other than `x`. -/
theorem sweep_not_converges {A : Matrix ι ι ℝ} (hA : A.PosDef) {b x : ι → ℝ}
    (hx : A *ᵥ x = b) {w : ℝ} (hw : w ≤ 0 ∨ 2 ≤ w) (L : List ι) {l₀ : ι → ℝ}
    (hl : l₀ ≠ x) : ¬ Tendsto (fun k => (sweep A b w L)^[k] l₀) atTop (𝓝 x) := by
  intro hlim
  have hww : w * (2 - w) ≤ 0 := by
    rcases hw with h | h <;> nlinarith
  -- no sweep lowers the energy
  have hup : ∀ (M : List ι) (l : ι → ℝ),
      errorEnergy A x l ≤ errorEnergy A x (sweep A b w M l) := by
    intro M
    induction M with
    | nil => exact fun l => le_refl _
    | cons i M ih =>
      intro l
      refine le_trans ?_ (ih (relax A b w l i))
      have hc : w * (2 - w) / A i i ≤ 0 :=
        div_nonpos_of_nonpos_of_nonneg hww (hA.diag_pos (i := i)).le
      rw [errorEnergy_relax hA hx]
      linarith [mul_nonpos_of_nonpos_of_nonneg hc (sq_nonneg (residual A b l i))]
  have hge : ∀ k, errorEnergy A x l₀ ≤ errorEnergy A x ((sweep A b w L)^[k] l₀) := by
    intro k
    induction k with
    | zero => exact le_refl _
    | succ k ih =>
      rw [Function.iterate_succ_apply']
      exact ih.trans (hup L _)
  have hcont : Continuous (errorEnergy A x) := by
    unfold errorEnergy
    simp only [dotProduct, Matrix.mulVec, Pi.sub_apply]
    fun_prop
  have hle := ge_of_tendsto' ((hcont.tendsto x).comp hlim) hge
  have hzero : errorEnergy A x x = 0 := by simp [errorEnergy]
  have hpos := hA.dotProduct_mulVec_pos (sub_ne_zero.2 hl)
  rw [star_trivial] at hpos
  rw [hzero] at hle
  exact absurd hpos (not_lt_of_ge hle)

/-- The SHAKE matrix `G M⁻¹ Gᵀ` of constraint gradients `G` (one row per constraint) and
nonzero masses `m`. -/
def shakeMatrix (G : Matrix ι κ ℝ) (m : κ → ℝ) : Matrix ι ι ℝ :=
  G * diagonal (fun a => (m a)⁻¹) * Gᵀ

/-- The displacement `-M⁻¹ Gᵀ l` of the coordinates produced by the multipliers `l`, for
nonzero masses `m`. -/
def displacement (G : Matrix ι κ ℝ) (m : κ → ℝ) (l : ι → ℝ) : κ → ℝ :=
  -(diagonal (fun a => (m a)⁻¹) *ᵥ (Gᵀ *ᵥ l))

omit [DecidableEq ι] in
/-- For positive masses and linearly independent constraint gradients the SHAKE matrix is
positive definite. -/
theorem shakeMatrix_posDef {G : Matrix ι κ ℝ} {m : κ → ℝ} (hm : ∀ a, 0 < m a)
    (hG : LinearIndependent ℝ G.row) : (shakeMatrix G m).PosDef := by
  have hD : (diagonal (fun a => (m a)⁻¹)).PosDef :=
    Matrix.PosDef.diagonal (fun a => inv_pos.2 (hm a))
  have h := hD.mul_mul_conjTranspose_same (Matrix.vecMul_injective_iff.2 hG)
  rwa [Matrix.conjTranspose_eq_transpose_of_trivial] at h

/-- For positive masses, linearly independent constraint gradients and `0 < w < 2`, SHAKE sweeps
through all constraints drive the linearised constraint violation `σ + G δx` to zero. -/
theorem shake_violation_tendsto_zero {G : Matrix ι κ ℝ} {m : κ → ℝ} (hm : ∀ a, 0 < m a)
    (hG : LinearIndependent ℝ G.row) (σ : ι → ℝ) {w : ℝ} (h0 : 0 < w) (h2 : w < 2)
    {L : List ι} (hL : ∀ i, i ∈ L) (l₀ : ι → ℝ) :
    Tendsto (fun k => σ + G *ᵥ displacement G m ((sweep (shakeMatrix G m) σ w L)^[k] l₀))
      atTop (𝓝 0) := by
  obtain ⟨hx, hlim⟩ := sweep_converges (shakeMatrix_posDef hm hG) σ h0 h2 hL
  have hcont : Continuous (fun l : ι → ℝ => σ - shakeMatrix G m *ᵥ l) :=
    continuous_const.sub (continuous_const.matrix_mulVec continuous_id)
  have h := (hcont.tendsto _).comp (hlim l₀)
  rw [hx, sub_self] at h
  refine h.congr (fun k => ?_)
  -- the violation is the residual of the multiplier equations
  simp only [Function.comp_apply, displacement, shakeMatrix, Matrix.mulVec_neg,
    Matrix.mulVec_mulVec, Matrix.mul_assoc, sub_eq_add_neg]

end

end OverRelaxedShake
```

```lean
#print axioms OverRelaxedShake.sweep_converges
-- 'OverRelaxedShake.sweep_converges' depends on axioms: [propext, Classical.choice, Quot.sound]
#print axioms OverRelaxedShake.sweep_not_converges
-- 'OverRelaxedShake.sweep_not_converges' depends on axioms: [propext, Classical.choice, Quot.sound]
#print axioms OverRelaxedShake.shake_violation_tendsto_zero
-- 'OverRelaxedShake.shake_violation_tendsto_zero' depends on axioms: [propext, Classical.choice, Quot.sound]
```

## How the lemmas carry the argument

`residual_relax` is the formula for $r_j'$. `errorEnergy_relax` is the energy identity: `hsym` supplies the symmetry that merges the two cross terms, `he` is $(A\,q)_i=-r_i$, and `field_simp` with `ring` finishes the algebra. `errorEnergy_sweep_le` extends the decrease to a whole sweep by induction on the list.

`residual_tendsto_zero` replaces the explicit sum over earlier updates by an induction. It splits the loss of a sweep into that of the first update and that of the rest, and `squeeze_zero` sends both to zero. A square root then gives $r_i\to0$ for the first constraint. The induction hypothesis is applied to the multipliers after the first update, which is why the sequence `u` is generalised. Adding back $A_{ji}\,w\,r_i/A_{ii}$ carries the later residuals to the start of the sweep.

In `sweep_converges`, `tendsto_atTop_ciInf` gives the limit of the decreasing energies. Subtracting the shifted sequence shows that the loss vanishes, and the continuity of $r\mapsto A^{-1}b-A^{-1}r$ turns vanishing residuals into convergent multipliers.

`sweep_not_converges` proves the reversed inequality by the same kind of induction and passes to the limit with `ge_of_tendsto'`. This contradicts the positive energy of the start.

`shakeMatrix_posDef` obtains positive definiteness from the positive diagonal matrix $M^{-1}$ and the independence of the rows of $G$. The last theorem applies `sweep_converges` to this matrix and identifies the violation with the residual.
